# Pendry's bound for non-interacting fermions: a reservoir loses heat through one channel at a rate of at most $\pi^2(k_BT)^2/6h$

When I compute the cooling power of a thermoelectric device from a transmission function, I compare the heat current that each channel draws from the cooled reservoir with $\pi^2(k_BT)^2/6h$, where $T$ is the temperature of that reservoir, and a larger value sends me looking for a mistake. The claim behind this check is that a reservoir in equilibrium cannot lose heat faster than that through one channel, whatever the transmission and whatever occupation arrives from the other side. Can this be made rigorous, with the case of equality, and checked by machine?

## An open channel facing a cold reservoir draws the most heat

Yes, for non-interacting electrons whose heat current converges. Set $h=1$ and let $t=k_BT>0$ be the thermal energy of the reservoir and $\mu$ its chemical potential. Its occupation is $f(E)=1/(e^{(E-\mu)/t}+1)$. The channel has transmission $T(E)\in[0,1]$ (from here on, $T$ is not a temperature), and the incoming carriers have occupation $g(E)\in[0,1]$. The heat current out of the reservoir is

$$J=\int q(E)\,dE,\qquad q(E)=(E-\mu)\,T(E)\,(f(E)-g(E)).$$

Compare $q$ with the spectrum $q_0=(E-\mu)(f-\theta)$ of an open channel facing a zero-temperature reservoir, where $\theta(E)=1$ for $E\le\mu$ and $0$ above. Expanding the products gives

$$q_0-q=\begin{cases}(E-\mu)\,[(1-T)f+Tg], & E>\mu,\\ (\mu-E)\,[(1-T)(1-f)+T(1-g)], & E\le\mu.\end{cases}$$

Every factor is non-negative, so $q\le q_0$ at each energy and $J\le\int q_0\,dE$.

To evaluate $\int q_0\,dE$, put $x=|E-\mu|/t$. Above $\mu$, $f=1/(e^x+1)$; below it, $1-f=1/(e^x+1)$. Hence $q_0=tx/(e^x+1)$ on both sides, and

$$\int q_0\,dE=2t^2\int_0^\infty\frac{x\,dx}{e^x+1}.$$

For $x>0$ the geometric series gives $1/(e^x+1)=\sum_{n\ge0}(-1)^ne^{-(n+1)x}$, and $\int_0^\infty xe^{-(n+1)x}dx=1/(n+1)^2$. Since $\sum_{n\ge0} 1/(n+1)^2=\pi^2/6$ is finite, sum and integral may be exchanged. The terms with odd $n$ add up to $\frac14\cdot\frac{\pi^2}{6}=\frac{\pi^2}{24}$, which leaves $\frac{\pi^2}{8}$ for even $n$. The alternating sum is therefore $\frac{\pi^2}{8}-\frac{\pi^2}{24}=\frac{\pi^2}{12}$, and $\int q_0\,dE=\pi^2t^2/6$.

If $J$ reaches this value, the non-negative function $q_0-q$ has integral zero and vanishes almost everywhere. Away from $\mu$ both terms in the bracket must then vanish. Because $0<f<1$, the first forces $T=1$, and the second then forces $g=\theta$. Conversely, $T=1$ and $g=\theta$ almost everywhere give $q=q_0$ almost everywhere.

## Half the temperature on the far side, and a transmission of two

Take $t=1$, $T=1$, and let $g$ be the Fermi function at the same $\mu$ with thermal energy $1/2$. Writing $f-g=(f-\theta)-(g-\theta)$ and using the value above twice,

$$J=\frac{\pi^2}{6}\left(1-\frac14\right)=\frac{\pi^2}{8}\approx1.234,$$

which is three quarters of the bound $\pi^2/6\approx1.645$.

The condition $T\le1$ is needed: with $T=2$ and $g=\theta$ the current is $\pi^2t^2/3$, twice the bound. Physically, that is two open channels counted as one, for example the two spin directions of a single mode.

## What the theorems assume about the reservoir and the channel

In the file, `fermi` is $f$, `coldFilling` is $\theta$ and `heatSpectrum` is $q$. `HasHeatCurrent t μ T g J` says that $q$ is integrable over all real energies and that its integral is `J`; a positive `J` means heat leaving the reservoir.

`pendry_bound` states that $J\le\pi^2t^2/6$ for `0 < t`. It limits only the heat leaving the reservoir: under a large voltage bias, the heat flowing in can exceed this value. The hypothesis `hT` stands for unitary scattering, which cannot transmit more than arrives, and `hg` for the Pauli principle. The function `g` is otherwise arbitrary as long as the heat current converges, so it may describe a reservoir at another chemical potential (a voltage bias) or a non-equilibrium distribution. `pendry_bound_attained_iff` is the equality case under the same conditions on $t$, $T$ and $g$, with `∀ᵐ` meaning "for almost every energy".

Transmission and occupation are given functions, not derived from a Hamiltonian, and inelastic scattering is not described. The limits on entropy and information flow that also carry Pendry's name are different statements.

```lean
import Mathlib

open MeasureTheory Set
open scoped Real

namespace PendryHeatBound

noncomputable section

/-- Fermi function at thermal energy `t ≠ 0` and chemical potential `μ`. -/
def fermi (t μ E : ℝ) : ℝ := 1 / (Real.exp ((E - μ) / t) + 1)

/-- Occupation of a zero-temperature reservoir: full up to `μ`, empty above. -/
def coldFilling (μ E : ℝ) : ℝ := if E ≤ μ then 1 else 0

/-- Heat drawn per unit energy from a reservoir at `t ≠ 0` and `μ`, through a channel of
transmission `T`, against incoming carriers of occupation `g` (Planck's constant set to one). -/
def heatSpectrum (t μ : ℝ) (T g : ℝ → ℝ) (E : ℝ) : ℝ :=
  (E - μ) * T E * (fermi t μ E - g E)

/-- The total heat current converges and has the value `J`. -/
def HasHeatCurrent (t μ : ℝ) (T g : ℝ → ℝ) (J : ℝ) : Prop :=
  Integrable (heatSpectrum t μ T g) ∧ ∫ E, heatSpectrum t μ T g E = J

/-- The inverse squares of the positive integers sum to `π² / 6`. -/
theorem hasSum_inv_sq : HasSum (fun n : ℕ => (1 / ((n : ℝ) + 1)) ^ 2) (π ^ 2 / 6) := by
  have h := (hasSum_nat_add_iff' 1).mpr hasSum_zeta_two
  have ef : (fun n : ℕ => (1 / ((n : ℝ) + 1)) ^ 2)
      = fun n : ℕ => 1 / ((n + 1 : ℕ) : ℝ) ^ 2 := by
    funext n
    rw [one_div_pow, Nat.cast_add, Nat.cast_one]
  have ea : π ^ 2 / 6 = π ^ 2 / 6 - ∑ i ∈ Finset.range 1, 1 / (i : ℝ) ^ 2 := by simp
  rw [ef, ea]
  exact h

/-- The inverse squares with alternating signs sum to `π² / 12`. -/
theorem hasSum_alternating :
    HasSum (fun n : ℕ => (-1 : ℝ) ^ n * (1 / ((n : ℝ) + 1)) ^ 2) (π ^ 2 / 12) := by
  have hodd : HasSum (fun k : ℕ => (1 / (((2 * k + 1 : ℕ) : ℝ) + 1)) ^ 2) (π ^ 2 / 24) := by
    have ef : (fun k : ℕ => (1 / (((2 * k + 1 : ℕ) : ℝ) + 1)) ^ 2)
        = fun k : ℕ => 1 / 4 * (1 / ((k : ℝ) + 1)) ^ 2 := by
      funext k
      have e : 1 / (((2 * k + 1 : ℕ) : ℝ) + 1) = 1 / 2 * (1 / ((k : ℝ) + 1)) := by
        rw [one_div_mul_one_div]
        congr 1
        push_cast
        ring
      rw [e]
      ring
    have ea : π ^ 2 / 24 = 1 / 4 * (π ^ 2 / 6) := by ring
    rw [ef, ea]
    exact hasSum_inv_sq.mul_left (1 / 4)
  have heven : HasSum (fun k : ℕ => (1 / (((2 * k : ℕ) : ℝ) + 1)) ^ 2) (π ^ 2 / 8) := by
    have hsm : Summable (fun k : ℕ => (1 / (((2 * k : ℕ) : ℝ) + 1)) ^ 2) :=
      hasSum_inv_sq.summable.comp_injective (i := fun k : ℕ => 2 * k)
        (fun a b h => by simpa using h)
    have h := (HasSum.even_add_odd (f := fun n : ℕ => (1 / ((n : ℝ) + 1)) ^ 2)
      hsm.hasSum hodd).unique hasSum_inv_sq
    convert hsm.hasSum using 1
    linarith
  have h1 : HasSum (fun k : ℕ => (-1 : ℝ) ^ (2 * k) * (1 / (((2 * k : ℕ) : ℝ) + 1)) ^ 2)
      (π ^ 2 / 8) := by
    simpa only [pow_mul, neg_one_sq, one_pow, one_mul] using heven
  have h2 : HasSum (fun k : ℕ => (-1 : ℝ) ^ (2 * k + 1) *
      (1 / (((2 * k + 1 : ℕ) : ℝ) + 1)) ^ 2) (-(π ^ 2 / 24)) := by
    have ef : (fun k : ℕ => (-1 : ℝ) ^ (2 * k + 1) * (1 / (((2 * k + 1 : ℕ) : ℝ) + 1)) ^ 2)
        = fun k : ℕ => -(1 / (((2 * k + 1 : ℕ) : ℝ) + 1)) ^ 2 := by
      funext k
      rw [pow_succ (-1 : ℝ) (2 * k), pow_mul, neg_one_sq, one_pow]
      ring
    rw [ef]
    exact hodd.neg
  have h := HasSum.even_add_odd
    (f := fun n : ℕ => (-1 : ℝ) ^ n * (1 / ((n : ℝ) + 1)) ^ 2) h1 h2
  convert h using 1
  ring

/-- The first moment of the Fermi function over positive energies, in thermal units. -/
theorem integral_fermi_half_line :
    ∫ x in Ioi (0 : ℝ), x / (Real.exp x + 1) = π ^ 2 / 12 := by
  have hI : ∀ n : ℕ, ∫ x in Ioi (0 : ℝ), x * Real.exp (-(((n : ℝ) + 1) * x))
      = (1 / ((n : ℝ) + 1)) ^ 2 := by
    intro n
    have hn : (0 : ℝ) < (n : ℝ) + 1 := by positivity
    have h := Real.integral_rpow_mul_exp_neg_mul_Ioi (a := 2) two_pos hn
    have e : (2 : ℝ) - 1 = 1 := by norm_num
    rw [Real.Gamma_two, mul_one, Real.rpow_two] at h
    simpa only [e, Real.rpow_one] using h
  let F : ℕ → ℝ → ℝ := fun n x => (-1) ^ n * (x * Real.exp (-(((n : ℝ) + 1) * x)))
  have hF : ∀ n, Integrable (F n) (volume.restrict (Ioi 0)) := by
    intro n
    have h : Integrable (fun x : ℝ => x * Real.exp (-(((n : ℝ) + 1) * x)))
        (volume.restrict (Ioi 0)) := by
      by_contra hc
      have h0 := (hI n).symm.trans (integral_undef hc)
      have hp : (0 : ℝ) < (1 / ((n : ℝ) + 1)) ^ 2 := by positivity
      exact hp.ne' h0
    exact h.const_mul _
  have hN : ∀ n : ℕ, ∫ x in Ioi (0 : ℝ), ‖F n x‖ = (1 / ((n : ℝ) + 1)) ^ 2 := by
    intro n
    rw [← hI n]
    refine setIntegral_congr_fun measurableSet_Ioi (fun x hx => ?_)
    have hx' : 0 < x := hx
    have h0 : 0 ≤ x * Real.exp (-(((n : ℝ) + 1) * x)) := by positivity
    show ‖(-1 : ℝ) ^ n * (x * Real.exp (-(((n : ℝ) + 1) * x)))‖
      = x * Real.exp (-(((n : ℝ) + 1) * x))
    rw [norm_mul, norm_pow, norm_neg, norm_one, one_pow, one_mul, Real.norm_of_nonneg h0]
  have hS : Summable (fun n : ℕ => ∫ x in Ioi (0 : ℝ), ‖F n x‖) := by
    simpa only [hN] using hasSum_inv_sq.summable
  -- the geometric series in exp (-x) resums to the Fermi function
  have hT : ∀ x ∈ Ioi (0 : ℝ), ∑' n, F n x = x / (Real.exp x + 1) := by
    intro x hx
    have hx' : 0 < x := hx
    have hr : |(-Real.exp (-x))| < 1 := by
      rw [abs_neg, abs_of_pos (Real.exp_pos _)]
      exact Real.exp_lt_one_iff.mpr (by linarith)
    have hg := (hasSum_geometric_of_abs_lt_one hr).mul_left (x * Real.exp (-x))
    have h1 : Real.exp (-x) * Real.exp x = 1 := by
      rw [← Real.exp_add, neg_add_cancel, Real.exp_zero]
    have e : x * Real.exp (-x) * (1 - -Real.exp (-x))⁻¹ = x / (Real.exp x + 1) := by
      rw [sub_neg_eq_add, ← div_eq_mul_inv, div_eq_div_iff (by positivity) (by positivity)]
      linear_combination x * h1
    rw [← e, ← hg.tsum_eq]
    refine tsum_congr (fun n => ?_)
    have h2 : Real.exp (-(((n : ℝ) + 1) * x)) = Real.exp (-x) * Real.exp (-x) ^ n := by
      rw [← Real.exp_nat_mul, ← Real.exp_add]
      congr 1
      ring
    show (-1 : ℝ) ^ n * (x * Real.exp (-(((n : ℝ) + 1) * x))) = _
    rw [h2, neg_pow (Real.exp (-x)) n]
    ring
  have hV : ∀ n : ℕ, ∫ x in Ioi (0 : ℝ), F n x = (-1) ^ n * (1 / ((n : ℝ) + 1)) ^ 2 := by
    intro n
    rw [← hI n]
    exact integral_const_mul _ _
  have hsum := hasSum_integral_of_summable_integral_norm hF hS
  rw [setIntegral_congr_fun measurableSet_Ioi (fun x hx => hT x hx)] at hsum
  simp only [hV] at hsum
  exact hsum.unique hasSum_alternating

/-- The Fermi function lies strictly between zero and one. -/
theorem fermi_mem_Ioo (t μ E : ℝ) : fermi t μ E ∈ Ioo (0 : ℝ) 1 := by
  have h := Real.exp_pos ((E - μ) / t)
  refine ⟨by unfold fermi; positivity, ?_⟩
  rw [fermi, div_lt_one (by positivity)]
  linarith

/-- Heat spectrum of a fully open channel facing a zero-temperature reservoir at the same `μ`:
it depends only on the distance from `μ`. -/
theorem heatSpectrum_cold (t μ E : ℝ) :
    heatSpectrum t μ (fun _ => 1) (coldFilling μ) E
      = |E - μ| / (Real.exp (|E - μ| / t) + 1) := by
  by_cases h : E ≤ μ
  · have ha := Real.exp_pos ((E - μ) / t)
    have hb := Real.exp_pos (-(E - μ) / t)
    have hab : Real.exp ((E - μ) / t) * Real.exp (-(E - μ) / t) = 1 := by
      rw [← Real.exp_add, neg_div, add_neg_cancel, Real.exp_zero]
    -- particle-hole symmetry of the Fermi function
    have key : 1 / (Real.exp ((E - μ) / t) + 1) + 1 / (Real.exp (-(E - μ) / t) + 1) = 1 := by
      rw [div_add_div _ _ (by positivity) (by positivity), div_eq_one_iff_eq (by positivity)]
      linear_combination -hab
    rw [abs_of_nonpos (by linarith)]
    simp only [heatSpectrum, coldFilling, fermi, if_pos h]
    linear_combination (E - μ) * key
  · rw [abs_of_pos (by linarith)]
    simp only [heatSpectrum, coldFilling, fermi, if_neg h]
    ring

/-- A fully open channel facing a zero-temperature reservoir at the same `μ` carries the heat
current `π² t² / 6`. -/
theorem hasHeatCurrent_cold {t : ℝ} (ht : 0 < t) (μ : ℝ) :
    HasHeatCurrent t μ (fun _ => 1) (coldFilling μ) (π ^ 2 * t ^ 2 / 6) := by
  have h1 : ∫ y : ℝ, |y| / (Real.exp |y| + 1) = π ^ 2 / 6 := by
    calc ∫ y : ℝ, |y| / (Real.exp |y| + 1)
        = 2 * ∫ y in Ioi (0 : ℝ), y / (Real.exp y + 1) :=
          integral_comp_abs (f := fun y : ℝ => y / (Real.exp y + 1))
      _ = π ^ 2 / 6 := by rw [integral_fermi_half_line]; ring
  have h2 : ∀ E, heatSpectrum t μ (fun _ => 1) (coldFilling μ) E
      = (fun x : ℝ => t * (|x / t| / (Real.exp |x / t| + 1))) (E - μ) := by
    intro E
    have e : t * (|E - μ| / t) = |E - μ| := by field_simp
    simp only [heatSpectrum_cold, abs_div, abs_of_pos ht]
    rw [← mul_div_assoc, e]
  have h3 : ∫ x : ℝ, |x / t| / (Real.exp |x / t| + 1)
      = |t| • ∫ y : ℝ, |y| / (Real.exp |y| + 1) :=
    Measure.integral_comp_div (fun y : ℝ => |y| / (Real.exp |y| + 1)) t
  have hv : ∫ E, heatSpectrum t μ (fun _ => 1) (coldFilling μ) E = π ^ 2 * t ^ 2 / 6 := by
    calc ∫ E, heatSpectrum t μ (fun _ => 1) (coldFilling μ) E
        = ∫ E, (fun x : ℝ => t * (|x / t| / (Real.exp |x / t| + 1))) (E - μ) :=
          integral_congr_ae (Filter.Eventually.of_forall h2)
      _ = ∫ x : ℝ, t * (|x / t| / (Real.exp |x / t| + 1)) :=
          integral_sub_right_eq_self
            (fun x : ℝ => t * (|x / t| / (Real.exp |x / t| + 1))) μ
      _ = π ^ 2 * t ^ 2 / 6 := by
          rw [integral_const_mul, h3, h1, smul_eq_mul, abs_of_pos ht]
          ring
  refine ⟨?_, hv⟩
  by_contra hc
  have hp : 0 < π ^ 2 * t ^ 2 / 6 := by positivity
  exact hp.ne' (hv.symm.trans (integral_undef hc))

variable {t μ : ℝ} {T g : ℝ → ℝ}

/-- If the transmission and the incoming occupation take values in `[0, 1]`, the heat spectrum is at
every energy at most that of the open channel facing a zero-temperature reservoir at the same `μ`.
-/
theorem heatSpectrum_le (hT : ∀ E, T E ∈ Icc (0 : ℝ) 1) (hg : ∀ E, g E ∈ Icc (0 : ℝ) 1)
    (E : ℝ) : heatSpectrum t μ T g E ≤ heatSpectrum t μ (fun _ => 1) (coldFilling μ) E := by
  obtain ⟨hf0, hf1⟩ := fermi_mem_Ioo t μ E
  obtain ⟨hT0, hT1⟩ := hT E
  obtain ⟨hg0, hg1⟩ := hg E
  by_cases h : E ≤ μ
  · have := mul_nonneg (sub_nonneg.mpr h) (add_nonneg
      (mul_nonneg (sub_nonneg.mpr hT1) (sub_nonneg.mpr hf1.le))
      (mul_nonneg hT0 (sub_nonneg.mpr hg1)))
    simp only [heatSpectrum, coldFilling, if_pos h]
    linarith
  · have := mul_nonneg (sub_nonneg.mpr (not_le.mp h).le) (add_nonneg
      (mul_nonneg (sub_nonneg.mpr hT1) hf0.le) (mul_nonneg hT0 hg0))
    simp only [heatSpectrum, coldFilling, if_neg h]
    linarith

/-- Away from `μ`, the largest heat spectrum is reached only by perfect transmission against a
zero-temperature occupation. -/
theorem eq_cold_of_heatSpectrum_eq (hT : ∀ E, T E ∈ Icc (0 : ℝ) 1)
    (hg : ∀ E, g E ∈ Icc (0 : ℝ) 1) {E : ℝ} (hE : E ≠ μ)
    (h : heatSpectrum t μ T g E = heatSpectrum t μ (fun _ => 1) (coldFilling μ) E) :
    T E = 1 ∧ g E = coldFilling μ E := by
  obtain ⟨hf0, hf1⟩ := fermi_mem_Ioo t μ E
  obtain ⟨hT0, hT1⟩ := hT E
  obtain ⟨hg0, hg1⟩ := hg E
  by_cases hle : E ≤ μ
  · simp only [heatSpectrum, coldFilling, if_pos hle] at h ⊢
    have h0 : (μ - E) * ((1 - T E) * (1 - fermi t μ E) + T E * (1 - g E)) = 0 := by
      linear_combination (-1) * h
    have h1 := (mul_eq_zero.mp h0).resolve_left (sub_ne_zero.mpr hE.symm)
    have hA := mul_nonneg (sub_nonneg.mpr hT1) (sub_nonneg.mpr hf1.le)
    have hB := mul_nonneg hT0 (sub_nonneg.mpr hg1)
    have hA0 : (1 - T E) * (1 - fermi t μ E) = 0 := by linarith
    have hT' : T E = 1 := by
      rcases mul_eq_zero.mp hA0 with h' | h' <;> linarith
    rw [hT'] at h1
    exact ⟨hT', by linarith⟩
  · simp only [heatSpectrum, coldFilling, if_neg hle] at h ⊢
    have h0 : (E - μ) * ((1 - T E) * fermi t μ E + T E * g E) = 0 := by
      linear_combination (-1) * h
    have h1 := (mul_eq_zero.mp h0).resolve_left (sub_ne_zero.mpr hE)
    have hA := mul_nonneg (sub_nonneg.mpr hT1) hf0.le
    have hB := mul_nonneg hT0 hg0
    have hA0 : (1 - T E) * fermi t μ E = 0 := by linarith
    have hT' : T E = 1 := by
      rcases mul_eq_zero.mp hA0 with h' | h' <;> linarith
    rw [hT'] at h1
    exact ⟨hT', by linarith⟩

/-- **Pendry's bound**: the heat current drawn from a reservoir through one channel is at most `π²
t² / 6` (Planck's constant set to one), for any transmission and incoming occupation with values in
`[0, 1]` for which the heat current converges. -/
theorem pendry_bound (ht : 0 < t) (hT : ∀ E, T E ∈ Icc (0 : ℝ) 1)
    (hg : ∀ E, g E ∈ Icc (0 : ℝ) 1) {J : ℝ} (hJ : HasHeatCurrent t μ T g J) :
    J ≤ π ^ 2 * t ^ 2 / 6 := by
  have hc := hasHeatCurrent_cold ht μ
  calc J = ∫ E, heatSpectrum t μ T g E := hJ.2.symm
    _ ≤ ∫ E, heatSpectrum t μ (fun _ => 1) (coldFilling μ) E :=
        integral_mono hJ.1 hc.1 (fun E => heatSpectrum_le hT hg E)
    _ = π ^ 2 * t ^ 2 / 6 := hc.2

/-- The bound is attained exactly when, at almost every energy, the channel is fully open and
the incoming occupation is that of a zero-temperature reservoir at the same `μ`. -/
theorem pendry_bound_attained_iff (ht : 0 < t) (hT : ∀ E, T E ∈ Icc (0 : ℝ) 1)
    (hg : ∀ E, g E ∈ Icc (0 : ℝ) 1) :
    HasHeatCurrent t μ T g (π ^ 2 * t ^ 2 / 6) ↔
      ∀ᵐ E : ℝ, T E = 1 ∧ g E = coldFilling μ E := by
  have hc := hasHeatCurrent_cold ht μ
  constructor
  · intro hJ
    -- the non-negative deficit integrates to zero, so it vanishes almost everywhere
    have h0 : ∫ E, (heatSpectrum t μ (fun _ => 1) (coldFilling μ) E
        - heatSpectrum t μ T g E) = 0 := by
      rw [integral_sub hc.1 hJ.1, hc.2, hJ.2, sub_self]
    have hz := (integral_eq_zero_iff_of_nonneg
      (fun E => sub_nonneg.mpr (heatSpectrum_le hT hg E)) (hc.1.sub hJ.1)).mp h0
    have hne : ∀ᵐ E : ℝ, E ≠ μ := compl_mem_ae_iff.mpr (measure_singleton μ)
    filter_upwards [hz, hne] with E hE hEμ
    exact eq_cold_of_heatSpectrum_eq hT hg hEμ (sub_eq_zero.mp hE).symm
  · intro h
    have hae : heatSpectrum t μ T g
        =ᵐ[volume] heatSpectrum t μ (fun _ => 1) (coldFilling μ) := by
      filter_upwards [h] with E hE
      simp only [heatSpectrum, hE.1, hE.2]
    exact ⟨hc.1.congr hae.symm, (integral_congr_ae hae).trans hc.2⟩

end

end PendryHeatBound
```

```lean
#print axioms PendryHeatBound.pendry_bound
#print axioms PendryHeatBound.pendry_bound_attained_iff
```

```
'PendryHeatBound.pendry_bound' depends on axioms: [propext, Classical.choice, Quot.sound]
'PendryHeatBound.pendry_bound_attained_iff' depends on axioms: [propext, Classical.choice, Quot.sound]
```

## From the inverse squares to the equality case

`hasSum_inv_sq` shifts Mathlib's sum of inverse squares to start at $n=0$, and `hasSum_alternating` splits it into even and odd $n$. `integral_fermi_half_line` integrates the exponential series term by term; the exchange is `hasSum_integral_of_summable_integral_norm`, fed with the summable integrals of absolute values.

`heatSpectrum_cold` uses the particle-hole symmetry of $f$ to write $q_0$ in terms of $|E-\mu|$. `hasHeatCurrent_cold` then shifts, rescales and reflects the integral. Lean gives a non-integrable function the integral zero, so the positive value found here also shows that $q_0$ is integrable.

`heatSpectrum_le` builds the two non-negative expressions for $q_0-q$ with `mul_nonneg` and `add_nonneg`, and `linarith` matches them to the spectra. `pendry_bound` integrates this inequality with `integral_mono`.

For equality, `fermi_mem_Ioo` supplies $0<f<1$, and `eq_cold_of_heatSpectrum_eq` deduces $T=1$ and $g=\theta$ at any $E\ne\mu$ where the spectra agree. `integral_eq_zero_iff_of_nonneg` shows that they agree almost everywhere, and the single point $\mu$ has measure zero. The converse replaces $q$ by $q_0$ under the integral with `integral_congr_ae`.
